# The exponential of a 2×2 complex matrix Z with Z² = 0 is 1 + Z

The declaration concerns an operator on a two-level system, written as a 2×2 complex matrix Z whose square is zero; the spin-½ raising operator is an example. It states that the exponential of Z is exactly 1 + Z, with no assumption on Z other than Z² = 0. The proof writes the exponential as its power series and reduces the infinite sum to the terms with n = 0 and n = 1. It must then show that every other term vanishes, which it does by writing n = 2 + m and taking out the factor Z².

This version doesn't compile in Lean 4 with Mathlib:

```lean
import Mathlib

open Filter Topology

namespace BCHNoTracelessLogarithm

noncomputable section

/-- Complex two-by-two matrices. -/
abbrev M2 := Matrix (Fin 2) (Fin 2) ℂ

/-- The exponential of a matrix with vanishing square is `1 + Z`. -/
theorem exp_of_sq_zero (Z : M2) (h : Z * Z = 0) : NormedSpace.exp Z = 1 + Z := by
  rw [NormedSpace.exp_eq_tsum ℂ]
  beta_reduce
  rw [tsum_eq_sum (s := Finset.range 2)]
  · simp [Finset.sum_range_succ]
  · intro n hn
    have h2 : 2 ≤ n := by simpa using hn
    obtain ⟨m, rfl⟩ := Nat.exists_eq_add_of_le h2
    rw [pow_add, pow_two, h, zero_mul, smul_zero]

end

end BCHNoTracelessLogarithm
```

Lean reports:

```
Main.lean:19:26: error: Type mismatch: After simplification, term
  hn
 has type
  1 < n
but is expected to have type
  2 ≤ n
```

Diagnosis. The one error is in the proof of `2 ≤ n`. There `hn` says that `n` is not in `Finset.range 2`, that is, not among 0 and 1. `simpa using hn` simplifies both `hn` and the goal, then needs the two to match. The message shows that `hn` became `1 < n` while the goal was still `2 ≤ n`. For natural numbers these say the same thing, but `simpa` did not accept one form for the other, so it reported a type mismatch.

The repair does not depend on the form `simp` chooses. `rw [Finset.mem_range] at hn` turns the membership inside `hn` into an inequality, so that `hn` reads `¬n < 2`. `omega`, which decides linear arithmetic over the natural numbers and integers, then derives `2 ≤ n` from it. The rest of the proof is unchanged.

The mended proof, as a diff:

```diff
@@ -17,5 +17,7 @@
   · simp [Finset.sum_range_succ]
   · intro n hn
-    have h2 : 2 ≤ n := by simpa using hn
+    have h2 : 2 ≤ n := by
+      rw [Finset.mem_range] at hn
+      omega
     obtain ⟨m, rfl⟩ := Nat.exists_eq_add_of_le h2
     rw [pow_add, pow_two, h, zero_mul, smul_zero]
```
